# The zero-field axial susceptibility of a spin 1/2 is β/4, whatever the axial splitting

The failing declaration, `curie_exact_spin_half`, concerns a single system with two levels, m = −1/2 and m = 1/2, whose energies in an axial field h are D m² − h m. Its susceptibility is defined as the derivative of the thermal mean ⟨m⟩ with respect to h at h = 0, with the moment measured simply by m, and the claim is that this equals β/4 for all real D and β. The proof takes from an earlier theorem that the susceptibility is β⟨m²⟩ at zero field, so it remains to show ⟨m²⟩ = 1/4. For this the attempt multiplies out the denominator of the mean and compares the two sums term by term, using that m² = 1/4 in both levels.

The failing Lean file:

```lean
import Mathlib

open Finset Filter Topology

namespace BleaneySusceptibility

noncomputable section

/-- The magnetic quantum number `m = k - n/2`, which runs from `-J` to `J` for `k = 0, ..., n`. -/
def mz (n k : ℕ) : ℝ := k - n / 2

/-- The mean of `f` over the levels `k = 0, ..., n` with statistical weights `exp (X k)`. -/
def gibbsMean (n : ℕ) (X f : ℕ → ℝ) : ℝ :=
  (∑ k ∈ range (n + 1), f k * Real.exp (X k)) / ∑ k ∈ range (n + 1), Real.exp (X k)

/-- The thermal mean of `f` at inverse temperature `β` for the level energies `D m² - h m`,
with axial splitting `D` and axial field `h`. -/
def thermalMean (n : ℕ) (D h β : ℝ) (f : ℕ → ℝ) : ℝ :=
  gibbsMean n (fun k => -β * (D * mz n k ^ 2 - h * mz n k)) f

/-- The axial susceptibility: the derivative of the magnetisation `⟨m⟩` with respect to the
axial field, at zero field. -/
def axialSusceptibility (n : ℕ) (D β : ℝ) : ℝ :=
  deriv (fun h => thermalMean n D h β (fun k => mz n k)) 0

lemma gibbsMean_const_mul (n : ℕ) (X : ℕ → ℝ) (r : ℝ) (f : ℕ → ℝ) :
    gibbsMean n X (fun k => r * f k) = r * gibbsMean n X f := by
  unfold gibbsMean
  simp only [mul_assoc, ← Finset.mul_sum, mul_div_assoc]

/-- Linear response: when the exponents of the weights change as `a + t b`, the mean of `c`
changes at a rate equal to the covariance of `c` and `b`. -/
theorem gibbsMean_hasDerivAt (n : ℕ) (a b c : ℕ → ℝ) (t : ℝ) :
    HasDerivAt (fun t => gibbsMean n (fun k => a k + t * b k) c)
      (gibbsMean n (fun k => a k + t * b k) (fun k => c k * b k)
        - gibbsMean n (fun k => a k + t * b k) c * gibbsMean n (fun k => a k + t * b k) b) t := by
  -- differentiate a weighted sum term by term
  have hs : ∀ c : ℕ → ℝ, HasDerivAt
      (fun t => ∑ k ∈ range (n + 1), c k * Real.exp (a k + t * b k))
      (∑ k ∈ range (n + 1), c k * b k * Real.exp (a k + t * b k)) t := by
    intro c
    refine HasDerivAt.fun_sum (fun k _ => ?_)
    have h1 : HasDerivAt (fun t => a k + t * b k) (b k) t :=
      (((hasDerivAt_id' t).mul_const (b k)).const_add (a k)).congr_deriv (by ring)
    exact (h1.exp.const_mul (c k)).congr_deriv (by ring)
  have hz := hs (fun _ => 1)
  simp only [one_mul] at hz
  have hZ : ∑ k ∈ range (n + 1), Real.exp (a k + t * b k) ≠ 0 :=
    (Finset.sum_pos (fun k _ => Real.exp_pos _) ⟨0, by simp⟩).ne'
  have key : ∀ x y u z : ℝ, z ≠ 0 → (x * z - y * u) / z ^ 2 = x / z - y / z * (u / z) := by
    intro x y u z hz
    field_simp
  -- the quotient rule produces the covariance
  exact ((hs c).fun_div hz hZ).congr_deriv (key _ _ _ _ hZ)

/-- Without a field the magnetisation vanishes at every temperature. -/
theorem magnetisation_zero_field (n : ℕ) (D β : ℝ) :
    thermalMean n D 0 β (fun k => mz n k) = 0 := by
  let f : ℕ → ℝ := fun k => mz n k * Real.exp (-β * (D * mz n k ^ 2 - 0 * mz n k))
  -- the levels m and -m have equal weight
  have hf : ∀ k ∈ range (n + 1), f (n - k) = -f k := by
    intro k hk
    have hkn : k ≤ n := by
      have := Finset.mem_range.mp hk
      omega
    have hm : mz n (n - k) = -mz n k := by
      unfold mz
      rw [Nat.cast_sub hkn]
      ring
    simp only [f]
    rw [hm]
    simp
  have h1 := Finset.sum_flip (n := n) f
  have h2 : ∑ k ∈ range (n + 1), f (n - k) = ∑ k ∈ range (n + 1), -f k :=
    Finset.sum_congr rfl hf
  rw [Finset.sum_neg_distrib] at h2
  have h0 : ∑ k ∈ range (n + 1), f k = 0 := by linarith
  change (∑ k ∈ range (n + 1), f k) / _ = 0
  rw [h0, zero_div]

/-- The axial susceptibility equals `β ⟨m²⟩`, with the mean taken at zero field. -/
theorem axialSusceptibility_eq (n : ℕ) (D β : ℝ) :
    axialSusceptibility n D β = β * thermalMean n D 0 β (fun k => mz n k ^ 2) := by
  have key := gibbsMean_hasDerivAt n (fun k => -β * (D * mz n k ^ 2)) (fun k => β * mz n k)
    (fun k => mz n k) 0
  have e : ∀ (t : ℝ) (k : ℕ), -β * (D * mz n k ^ 2) + t * (β * mz n k)
      = -β * (D * mz n k ^ 2 - t * mz n k) := by
    intro t k
    ring
  have hc : (fun k => mz n k * (β * mz n k)) = fun k => β * mz n k ^ 2 := by
    funext k
    ring
  have h0 := magnetisation_zero_field n D β
  unfold thermalMean at h0
  simp only [e] at key
  rw [hc, h0, zero_mul, sub_zero, gibbsMean_const_mul n _ β (fun k => mz n k ^ 2)] at key
  exact key.deriv

/-- For `J = 1/2` the axial susceptibility is exactly `β/4`, for every `D` and `β`. -/
theorem curie_exact_spin_half (D β : ℝ) : axialSusceptibility 1 D β = β / 4 := by
  have h : thermalMean 1 D 0 β (fun k => mz 1 k ^ 2) = 1 / 4 := by
    unfold thermalMean gibbsMean
    rw [div_eq_iff (Finset.sum_pos (fun k _ => Real.exp_pos _) ⟨0, by simp⟩).ne',
      Finset.mul_sum]
    refine Finset.sum_congr rfl (fun k hk => ?_)
    -- both levels have m² = 1/4
    have hm : mz 1 k ^ 2 = 1 / 4 := by
      have hk2 := Finset.mem_range.mp hk
      clear hk
      interval_cases k <;> norm_num [mz]
    rw [hm]
  rw [axialSusceptibility_eq, h]
  ring

end

end BleaneySusceptibility
```

Messages:

```
Main.lean:101:64: error: unsolved goals
D β : ℝ
k : ℕ
hk : k ∈ range (1 + 1)
hm : mz 1 k ^ 2 = 1 / 4
⊢ (fun k => mz 1 k ^ 2) k * Real.exp ((fun k => -β * (D * mz 1 k ^ 2 - 0 * mz 1 k)) k) =
    1 / 4 * Real.exp (-β * (D * (1 / 4) - 0 * mz 1 k))
```

Fix (accepted with no message):

```diff
@@ -109,5 +109,5 @@
       clear hk
       interval_cases k <;> norm_num [mz]
-    rw [hm]
+    simp only [hm]
   rw [axialSusceptibility_eq, h]
   ring
```

Cause. The message shows the goal left over after `rw [hm]`. On its left side the summand is still written as functions applied to `k`, such as `(fun k => mz 1 k ^ 2) k`. Inside such a function `k` is a bound variable, so the expression there does not match the left side of `hm`, which speaks of the particular `k` at hand. On the right side the exponent was already written out, and there `rw` did find `mz 1 k ^ 2` and replaced it by `1 / 4`. The rewrite therefore succeeded, but on one side only. The two sides then really differed, with `mz 1 k ^ 2` on the left against `1 / 4` on the right, and the `rfl` that `rw` tries at the end could not close the goal.

The repair replaces `rw [hm]` by `simp only [hm]`. `simp only` also carries out the function applications, so that `mz 1 k ^ 2` appears openly on the left, and it rewrites every occurrence. Both sides become the same expression and the goal closes.
